# No invertible matrix intertwines the forward and backward propagators of a nonzero positive semidefinite Hamiltonian at all times

Propagate a state $\psi$ forward for a time $t$ with a finite, time-independent Hamiltonian matrix $H$, then complex-conjugate the amplitudes and apply a matrix $U$. The result is the state $U\psi^*$ evolved backward by $t$, for every $\psi$ and every $t$, exactly when $UH^*=HU$, where $H^*$ is the entrywise conjugate. If the conjugation is left out throughout, the result would have to be $U\psi$ evolved backward by $t$. When $H$ is positive semidefinite and nonzero, no invertible $U$ achieves this for every $\psi$ and every $t$, if the amplitudes must agree including their global phase.

```lean
import Mathlib

open Matrix
open scoped ComplexOrder Matrix.Norms.Operator

namespace TimeReversalAntilinear

noncomputable section

variable {n : Type*} [Fintype n] [DecidableEq n]

/-- The propagator `exp(-i t H)` of the Hamiltonian matrix `H`, with `ħ = 1`. -/
def evolution (H : Matrix n n ℂ) (t : ℝ) : Matrix n n ℂ :=
  NormedSpace.exp (t • ((-Complex.I) • H))

/-- The matrix `U` reverses the motion linearly: `U exp(-i t H) = exp(i t H) U` at all times. -/
def LinearReversal (U H : Matrix n n ℂ) : Prop :=
  ∀ t : ℝ, U * evolution H t = evolution H (-t) * U

/-- The antilinear map `ψ ↦ U ψ*`: complex conjugation of the amplitudes followed by `U`. -/
def antilinearMap (U : Matrix n n ℂ) (ψ : n → ℂ) : n → ℂ := U *ᵥ star ψ

/-- The antilinear map `ψ ↦ U ψ*` reverses the motion: applied after evolution by `t`, it gives
the same state as when it is applied first and followed by evolution by `-t`. -/
def AntilinearReversal (U H : Matrix n n ℂ) : Prop :=
  ∀ (t : ℝ) (ψ : n → ℂ),
    antilinearMap U (evolution H t *ᵥ ψ) = evolution H (-t) *ᵥ antilinearMap U ψ

/-- A matrix intertwines two one-parameter groups at all times exactly when it intertwines
their generators. -/
theorem intertwines_exp_iff (U A B : Matrix n n ℂ) :
    (∀ t : ℝ, U * NormedSpace.exp (t • A) = NormedSpace.exp (t • B) * U) ↔ U * A = B * U := by
  constructor
  · intro h
    -- compare the derivatives of both sides at time zero
    have h1 : HasDerivAt (fun y : ℝ => U * NormedSpace.exp (y • A))
        (U * (NormedSpace.exp ((0 : ℝ) • A) * A)) 0 :=
      (hasDerivAt_exp_smul_const A (0 : ℝ)).const_mul U
    have h2 : HasDerivAt (fun y : ℝ => NormedSpace.exp (y • B) * U)
        (NormedSpace.exp ((0 : ℝ) • B) * B * U) 0 :=
      (hasDerivAt_exp_smul_const B (0 : ℝ)).mul_const U
    have h1' : HasDerivAt (fun y : ℝ => NormedSpace.exp (y • B) * U)
        (U * (NormedSpace.exp ((0 : ℝ) • A) * A)) 0 :=
      h1.congr_of_eventuallyEq (Filter.Eventually.of_forall fun y => (h y).symm)
    have h3 := h1'.unique h2
    simpa only [zero_smul, NormedSpace.exp_zero, one_mul] using h3
  · intro h t
    -- exp(-sB) U exp(sA) does not depend on s
    have hg : ∀ s : ℝ, HasDerivAt (fun s : ℝ =>
        NormedSpace.exp (s • (-B)) * (U * NormedSpace.exp (s • A))) 0 s := by
      intro s
      have h1 := hasDerivAt_exp_smul_const (-B) s
      have h2 := (hasDerivAt_exp_smul_const' A s).const_mul U
      refine (h1.fun_mul h2).congr_deriv ?_
      rw [← mul_assoc U A, h]
      noncomm_ring
    have hc := is_const_of_deriv_eq_zero (fun s => (hg s).differentiableAt)
      (fun s => (hg s).deriv) t 0
    simp only [zero_smul, NormedSpace.exp_zero, one_mul, mul_one] at hc
    have hinv : NormedSpace.exp (t • B) * NormedSpace.exp (t • (-B)) = 1 := by
      have hcomm : Commute (t • B) (t • (-B)) := by
        rw [smul_neg]
        exact (Commute.refl _).neg_right
      have h1 := Matrix.exp_add_of_commute (t • B) (t • (-B)) hcomm
      rw [smul_neg, add_neg_cancel, NormedSpace.exp_zero] at h1
      rw [smul_neg]
      exact h1.symm
    calc U * NormedSpace.exp (t • A)
        = (NormedSpace.exp (t • B) * NormedSpace.exp (t • (-B))) *
            (U * NormedSpace.exp (t • A)) := by rw [hinv, one_mul]
      _ = NormedSpace.exp (t • B) * U := by rw [mul_assoc, hc]

/-- The backward propagator is `exp(i t H)`. -/
theorem evolution_neg (H : Matrix n n ℂ) (t : ℝ) :
    evolution H (-t) = NormedSpace.exp (t • (Complex.I • H)) := by
  simp only [evolution, neg_smul, smul_neg, neg_neg]

/-- A matrix reverses the motion linearly exactly when it anticommutes with the Hamiltonian. -/
theorem linearReversal_iff (U H : Matrix n n ℂ) :
    LinearReversal U H ↔ U * H = -(H * U) := by
  have key := intertwines_exp_iff U ((-Complex.I) • H) (Complex.I • H)
  simp only [LinearReversal, evolution_neg]
  refine key.trans ?_
  rw [Matrix.mul_smul, Matrix.smul_mul]
  constructor
  · intro h
    have h' := congrArg (fun M => Complex.I • M) h
    simpa only [smul_smul, mul_neg, Complex.I_mul_I, neg_neg, one_smul, neg_smul,
      smul_neg] using h'
  · intro h
    rw [h]
    simp only [smul_neg, neg_smul, neg_neg]

/-- An invertible linear reversal turns an eigenvector of energy `E` into an eigenvector of
energy `-E`. -/
theorem linearReversal_flips_energy {U H : Matrix n n ℂ} (hU : IsUnit U)
    (h : LinearReversal U H) {E : ℂ} {v : n → ℂ} (hv : v ≠ 0) (hE : H *ᵥ v = E • v) :
    U *ᵥ v ≠ 0 ∧ H *ᵥ (U *ᵥ v) = (-E) • (U *ᵥ v) := by
  constructor
  · intro h0
    obtain ⟨u, rfl⟩ := hU
    apply hv
    have h1 := congrArg (fun w => (↑u⁻¹ : Matrix n n ℂ) *ᵥ w) h0
    simpa only [Matrix.mulVec_mulVec, Units.inv_mul, Matrix.one_mulVec,
      Matrix.mulVec_zero] using h1
  · have h1 : H * U = -(U * H) := by rw [(linearReversal_iff U H).1 h, neg_neg]
    rw [Matrix.mulVec_mulVec, h1, Matrix.neg_mulVec, ← Matrix.mulVec_mulVec, hE,
      Matrix.mulVec_smul, neg_smul]

/-- A positive semidefinite Hamiltonian `H` that satisfies `U exp(-i t H) = exp(i t H) U` at all
times for some invertible matrix `U` is zero. -/
theorem eq_zero_of_linearReversal {U H : Matrix n n ℂ} (hU : IsUnit U)
    (hH : H.PosSemidef) (h : LinearReversal U H) : H = 0 := by
  obtain ⟨u, rfl⟩ := hU
  have h1 := (linearReversal_iff _ H).1 h
  -- H is similar to -H, so its trace vanishes
  have h2 : H = -((↑u⁻¹ : Matrix n n ℂ) * H * (u : Matrix n n ℂ)) := by
    calc H = (↑u⁻¹ : Matrix n n ℂ) * ((u : Matrix n n ℂ) * H) := by
          rw [← mul_assoc, Units.inv_mul, one_mul]
      _ = -((↑u⁻¹ : Matrix n n ℂ) * H * (u : Matrix n n ℂ)) := by
          rw [h1, mul_neg, mul_assoc]
  have h3 : H.trace = -H.trace := by
    have h4 := congrArg Matrix.trace h2
    rwa [Matrix.trace_neg, Matrix.trace_mul_cycle, Units.mul_inv, one_mul] at h4
  exact hH.trace_eq_zero_iff.1 (self_eq_neg.1 h3)

/-- Complex conjugation of the propagator gives `exp(i t H*)`, with `H*` the entrywise
conjugate of `H`. -/
theorem evolution_conj (H : Matrix n n ℂ) (t : ℝ) :
    (evolution H t).map star = NormedSpace.exp (t • (Complex.I • H.map star)) := by
  have hX : (t • ((-Complex.I) • H))ᴴᵀ = t • (Complex.I • H.map star) := by
    ext i j
    simp
  rw [← hX]
  exact ((Matrix.exp_transpose _).trans
    (congrArg Matrix.transpose (Matrix.exp_conjTranspose _))).symm

/-- The antilinear map `ψ ↦ U ψ*` reverses the motion exactly when `U H* = H U`, with `H*` the
entrywise conjugate of `H`. -/
theorem antilinearReversal_iff (U H : Matrix n n ℂ) :
    AntilinearReversal U H ↔ U * H.map star = H * U := by
  have hstar : ∀ (M : Matrix n n ℂ) (v : n → ℂ), star (M *ᵥ v) = M.map star *ᵥ star v := by
    intro M v
    rw [Matrix.star_mulVec]
    exact Matrix.vecMul_transpose (M.map star) (star v)
  have key := intertwines_exp_iff U (Complex.I • H.map star) (Complex.I • H)
  rw [Matrix.mul_smul, Matrix.smul_mul,
    (smul_right_injective (Matrix n n ℂ) Complex.I_ne_zero).eq_iff] at key
  rw [← key]
  simp only [AntilinearReversal, antilinearMap, hstar, evolution_conj, evolution_neg,
    Matrix.mulVec_mulVec]
  constructor
  · intro h t
    -- every vector is the conjugate of some state
    refine Matrix.toLin'.injective (LinearMap.ext fun φ => ?_)
    rw [Matrix.toLin'_apply, Matrix.toLin'_apply]
    simpa only [star_star] using h t (star φ)
  · intro h t ψ
    rw [h t]

/-- The unitary Pauli matrix `σx` linearly reverses the motion of the nonzero Hermitian
Hamiltonian `σz`. -/
theorem linearReversal_pauli :
    (!![0, 1; 1, 0] : Matrix (Fin 2) (Fin 2) ℂ) ∈ Matrix.unitaryGroup (Fin 2) ℂ ∧
    (!![1, 0; 0, -1] : Matrix (Fin 2) (Fin 2) ℂ).IsHermitian ∧
    (!![1, 0; 0, -1] : Matrix (Fin 2) (Fin 2) ℂ) ≠ 0 ∧
    LinearReversal (!![0, 1; 1, 0] : Matrix (Fin 2) (Fin 2) ℂ) !![1, 0; 0, -1] := by
  refine ⟨?_, ?_, ?_, ?_⟩
  · rw [Matrix.mem_unitaryGroup_iff, Matrix.star_eq_conjTranspose]
    ext i j
    fin_cases i <;> fin_cases j <;> simp [Matrix.mul_apply, Fin.sum_univ_succ]
  · ext i j
    fin_cases i <;> fin_cases j <;> simp
  · intro h
    simpa using congrFun (congrFun h 0) 0
  · rw [linearReversal_iff]
    ext i j
    fin_cases i <;> fin_cases j <;> simp [Matrix.mul_apply, Fin.sum_univ_succ]

/-- For the nonzero positive semidefinite Hamiltonian with rows `(1, i)` and `(-i, 1)`, complex
conjugation followed by the unitary matrix `σz` reverses the motion. -/
theorem antilinearReversal_witness :
    (!![1, 0; 0, -1] : Matrix (Fin 2) (Fin 2) ℂ) ∈ Matrix.unitaryGroup (Fin 2) ℂ ∧
    (!![1, Complex.I; -Complex.I, 1] : Matrix (Fin 2) (Fin 2) ℂ).PosSemidef ∧
    (!![1, Complex.I; -Complex.I, 1] : Matrix (Fin 2) (Fin 2) ℂ) ≠ 0 ∧
    AntilinearReversal (!![1, 0; 0, -1] : Matrix (Fin 2) (Fin 2) ℂ)
      !![1, Complex.I; -Complex.I, 1] := by
  refine ⟨?_, ?_, ?_, ?_⟩
  · rw [Matrix.mem_unitaryGroup_iff, Matrix.star_eq_conjTranspose]
    ext i j
    fin_cases i <;> fin_cases j <;> simp [Matrix.mul_apply, Fin.sum_univ_succ]
  · -- the Hamiltonian has the form Bᴴ B
    have hB : (!![1, Complex.I; -Complex.I, 1] : Matrix (Fin 2) (Fin 2) ℂ) =
        (!![1, Complex.I; 0, 0] : Matrix (Fin 2) (Fin 2) ℂ)ᴴ * !![1, Complex.I; 0, 0] := by
      ext i j
      fin_cases i <;> fin_cases j <;> simp [Matrix.mul_apply, Fin.sum_univ_succ]
    rw [hB]
    exact Matrix.posSemidef_conjTranspose_mul_self _
  · intro h
    simpa using congrFun (congrFun h 0) 0
  · rw [antilinearReversal_iff]
    ext i j
    fin_cases i <;> fin_cases j <;> simp [Matrix.mul_apply, Fin.sum_univ_succ]

end

end TimeReversalAntilinear
```

## Two ways to reverse the motion

The basis states are labelled by a finite type `n`, a state is a column of complex amplitudes `n → ℂ`, and $\hbar=1$. The propagator $e^{-itH}$ is `evolution H t`, and `evolution_neg` confirms that `evolution H (-t)` is $e^{itH}$. The definitions accept any complex square $H$, Hermitian or not.

`LinearReversal U H` says that

$$U e^{-itH}=e^{itH}U\qquad\text{for all real }t.$$

Evolving forward and then applying $U$ gives the same vector as applying $U$ and then evolving backward. By `linearReversal_iff`, this holds exactly when $UH=-HU$, for every matrix $U$, invertible or not.

The second kind of reversal acts by $\psi\mapsto U\psi^*$, which is `antilinearMap U`. Since this map is in general not multiplication by a matrix, `AntilinearReversal U H` states its condition on every state:

$$U\,(e^{-itH}\psi)^*=e^{itH}\,U\psi^*\qquad\text{for all real }t\text{ and all }\psi.$$

By `antilinearReversal_iff`, this is equivalent to $UH^*=HU$. In Lean, $H^*$ is `H.map star`, which conjugates the entries without transposing; the adjoint $H^\dagger$ is written `Hᴴ`. If a finite basis makes the Hamiltonian matrix real, as is common for spinless electrons without a magnetic field, then $U=1$ meets the condition and conjugating the amplitudes is enough.

The theorem `eq_zero_of_linearReversal` adds two hypotheses to the linear case. `IsUnit U` says that $U$ is invertible, so that the reversal loses no information. `H.PosSemidef` says that $H$ is Hermitian with no negative energies. The conclusion is $H=0$.

Both hypotheses do work. Hermiticity alone is too weak a replacement for positivity, even with $U$ unitary: `linearReversal_pauli` shows that $\sigma_x$ reverses the motion of $\sigma_z$. Nor is it enough to ask for $U\neq0$ in place of invertibility, because $U=\mathrm{diag}(1,0)$ and $H=\mathrm{diag}(0,1)$ satisfy $UH=0=-HU$.

## From propagators to generators

Both criteria come from one lemma, `intertwines_exp_iff`. For square matrices $U$, $A$ and $B$,

$$Ue^{tA}=e^{tB}U\ \text{ for all real }t\quad\Longleftrightarrow\quad UA=BU.$$

Suppose that the left side holds. The derivatives of its two members at $t=0$ are $UA$ and $BU$, so these are equal. In Lean, `h1` and `h2` are the two derivatives, `h1'` transfers the first to the other function, and `unique` equates them.

Conversely, suppose that $UA=BU$ and set $G(s)=e^{-sB}Ue^{sA}$. Then

$$G'(s)=e^{-sB}(-BU+UA)e^{sA}=0,$$

so $G(t)=G(0)=U$. Multiplying on the left by $e^{tB}$ gives $Ue^{tA}=e^{tB}U$. Here `hg` is the vanishing derivative, `hc` the constancy of $G$, and `hinv` the identity $e^{tB}e^{-tB}=1$.

The step `hg` is short because Mathlib has the derivative of the exponential in two forms. `hasDerivAt_exp_smul_const` puts the generator on the right, as in $e^{sA}A$, and the primed version `hasDerivAt_exp_smul_const'` puts it on the left, as in $Ae^{sA}$. The two are equal, since $A$ commutes with its own exponential, but they differ as expressions. The proof uses the unprimed form for $-B$ and the primed form for $A$, so that both generators land next to $U$:

$$e^{-sB}(-B)\,U e^{sA}+e^{-sB}\,U A e^{sA}.$$

The hypothesis $UA=BU$ can then be substituted directly, and `noncomm_ring` cancels the two terms without changing the order of any factors.

## The linear case and the sign of the energy

Take $A=-iH$ and $B=iH$. The lemma turns linear reversal into $-iUH=iHU$, and multiplication by $i$ gives $UH=-HU$. This is the proof of `linearReversal_iff`.

Now let $U$ be invertible and $Hv=Ev$ with $v\neq0$. Then

$$H(Uv)=-UHv=-E\,(Uv),$$

and $Uv\neq0$, because $U^{-1}$ would otherwise give $v=0$. This is `linearReversal_flips_energy`: each energy $E$ is accompanied by $-E$. A positive semidefinite $H$ has no room for such pairs unless all its energies vanish.

The Lean proof of `eq_zero_of_linearReversal` reaches $H=0$ through the trace instead of the eigenvectors. From $UH=-HU$,

$$H=U^{-1}UH=-U^{-1}HU,$$

which is `h2`. Cyclicity of the trace, `Matrix.trace_mul_cycle`, gives

$$\operatorname{tr}H=-\operatorname{tr}(U^{-1}HU)=-\operatorname{tr}(UU^{-1}H)=-\operatorname{tr}H,$$

which is `h3`. Hence $\operatorname{tr}H=0$. The trace is the sum of the eigenvalues, none of which is negative, so all of them are zero; a Hermitian matrix with only zero eigenvalues is the zero matrix. Mathlib supplies this last inference as `trace_eq_zero_iff`.

## Conjugation changes the sign of $i$

Conjugating the exponential series term by term gives $(e^{-itH})^*=e^{itH^*}$. The lemma `evolution_conj` obtains this by writing entrywise conjugation as an adjoint followed by a transpose, both of which pass through the matrix exponential.

The antilinear condition therefore reads

$$Ue^{itH^*}\psi^*=e^{itH}U\psi^*.$$

Every vector $\varphi$ is the conjugate of a state, namely of $\varphi^*$, so the condition on all states is the matrix identity $Ue^{itH^*}=e^{itH}U$. In Lean this is the substitution of `star φ` for the state. The lemma with $A=iH^*$ and $B=iH$ gives $iUH^*=iHU$, and the factor $i$ cancels. No minus sign is left, so positive energies are no obstacle.

## A two-level system at $t=\pi/4$

The Hamiltonian of `antilinearReversal_witness` is

$$H=\begin{pmatrix}1&i\\-i&1\end{pmatrix},\qquad U=\sigma_z=\begin{pmatrix}1&0\\0&-1\end{pmatrix}.$$

It is positive semidefinite because $H=B^\dagger B$, where $B$ has rows $(1,i)$ and $(0,0)$; its energies are $0$ and $2$. Since $H^2=2H$, the exponential series sums to

$$e^{-itH}=1+\tfrac12(e^{-2it}-1)H.$$

At $t=\pi/4$ this gives

$$e^{-itH}=\frac{1-i}{2}\begin{pmatrix}1&1\\-1&1\end{pmatrix},\qquad e^{itH}=\frac{1+i}{2}\begin{pmatrix}1&-1\\1&1\end{pmatrix}.$$

Start from $\psi=(1,0)$. Forward evolution gives $\tfrac{1-i}{2}(1,-1)$, conjugation gives $\tfrac{1+i}{2}(1,-1)$, and $\sigma_z$ gives $\tfrac{1+i}{2}(1,1)$. In the other order, $\sigma_z\psi^*=(1,0)$, and backward evolution gives $\tfrac{1+i}{2}(1,1)$ again.

Without the conjugation, the first route ends at $\tfrac{1-i}{2}(1,1)$, which is wrong by the factor $-i$.

## Phases and the zero of energy

That factor is a global phase, and it shows how much the linear theorem depends on comparing vectors and not physical states. Suppose that a phase $e^{-2ict}$ with real $c$ is allowed, so that $Ue^{-itH}=e^{-2ict}e^{itH}U$. This is linear reversal for the shifted Hamiltonian $H-c$, and the criterion becomes $U(H-c)=-(H-c)U$. For invertible $U$ it requires the energies to lie symmetrically about $c$. The two-level example meets it with $c=1$ and $U=\sigma_z$, although its $H$ is positive semidefinite and nonzero.

Positivity thus fixes a zero of energy as well as standing for a spectrum bounded below. The antilinear criterion is unaffected by this choice, since a real shift $c$ adds $cU$ to both sides of $UH^*=HU$. For a Hamiltonian on an infinite-dimensional space whose energies are bounded below but not above, no choice of $c$ makes the spectrum symmetric; the energies of a finite Hermitian matrix are always bounded above, so that stronger obstruction lies beyond this model.

```lean
#print axioms TimeReversalAntilinear.linearReversal_flips_energy
-- 'TimeReversalAntilinear.linearReversal_flips_energy' depends on axioms: [propext, Classical.choice, Quot.sound]
#print axioms TimeReversalAntilinear.eq_zero_of_linearReversal
-- 'TimeReversalAntilinear.eq_zero_of_linearReversal' depends on axioms: [propext, Classical.choice, Quot.sound]
#print axioms TimeReversalAntilinear.linearReversal_pauli
-- 'TimeReversalAntilinear.linearReversal_pauli' depends on axioms: [propext, Classical.choice, Quot.sound]
```
